# A continuous $q$ with $\int_0^x q \to +\infty$ forces zeros arbitrarily far out in every real solution of $u'' + qu = 0$

Let $q$ be continuous on $[0,\infty)$, of either sign, and suppose that $Q(x) = \int_0^x q(t)\,dt$ tends to $+\infty$ as $x\to\infty$. Then every real solution of $u'' + qu = 0$ on the half-line has a zero beyond every $X \ge 0$. For one particle in a continuous one-dimensional potential, this gives real stationary solutions nodes arbitrarily far out whenever the energy lies above a suitable bound on the long-range average of the potential, even if classically forbidden stretches keep recurring.

The coefficient of $u''$ is one, which corresponds to a constant mass. Results under the name Leighton-Wintner also treat a variable leading coefficient, or ask only that a running average of $Q$ diverge; the theorem below has neither generalisation.

## The solution is real and obeys the equation for $x>0$

In Lean 4 with Mathlib:

```lean
import Mathlib

open Set Filter

namespace LeightonWintner

noncomputable section

/-- The real function `u`, with slope `p`, solves `u'' + q u = 0` on the half-line `x > 0`. -/
def IsSolution (q u p : ℝ → ℝ) : Prop :=
  ∀ x, 0 < x → HasDerivAt u (p x) x ∧ HasDerivAt p (-(q x * u x)) x
```

In `IsSolution q u p`, the function `p` is the slope $u'$, and the second condition says $p' = -qu$. Both are required at every $x>0$ and nowhere else. A $C^2$ solution on $[0,\infty)$ therefore qualifies, whatever its boundary condition at the origin, and no normalisation is asked for. The zero function also qualifies, and for it the conclusion is trivial.

The Schrödinger version keeps the constants and names both derivatives of the wavefunction:

```lean
/-- The real function `ψ`, with first and second derivatives `ψ'` and `ψ''`, solves the
stationary Schrödinger equation with potential `V` and energy `E` on the half-line `x > 0`. -/
def IsSchrodingerSolution (ħ m E : ℝ) (V ψ ψ' ψ'' : ℝ → ℝ) : Prop :=
  ∀ x, 0 < x → HasDerivAt ψ (ψ' x) x ∧ HasDerivAt ψ' (ψ'' x) x ∧
    -(ħ ^ 2 / (2 * m)) * ψ'' x + V x * ψ x = E * ψ x
```

By hand, the equation enters through the Riccati variable $r = -u'/u$, defined wherever $u \ne 0$. The quotient rule gives

$$r' = -\frac{u''}{u} + \frac{u'^2}{u^2} = q + r^2 .$$

```lean
/-- For a solution `u` of `u'' + q u = 0` on `x > 0`, the Riccati variable `r = -u'/u` obeys `r' = q
+ r²` at every `x > 0` that is not a node of `u`. -/
theorem riccati_equation {q u p : ℝ → ℝ} (h : IsSolution q u p) {x : ℝ} (hx : 0 < x)
    (hux : u x ≠ 0) :
    HasDerivAt (fun y => -(p y) / u y) (q x + (-(p x) / u x) ^ 2) x := by
  refine ((h x hx).2.fun_neg.fun_div (h x hx).1 hux).congr_deriv ?_
  field_simp
  ring
```

The proof applies the same quotient rule to `-(p y) / u y`, and `field_simp` and `ring` bring the result to the stated form.

Reality matters because the argument needs $r^2 \ge 0$. With $q=1$, the complex solution $e^{ix}$ has no zeros at all; its Riccati variable is the constant $-i$, whose square is $-1$.

## The growing quantity is positive

The contradiction will come from a function $H$ that satisfies $H' \ge H^2$. Such a function, if positive, can survive only over a finite distance. The first ingredient is the usual fact that a nonnegative derivative prevents a decrease:

```lean
/-- A quantity whose rate of change is nonnegative on `[b, c]` does not decrease from `b`
to `c`. -/
theorem le_of_rate_nonneg {f f' : ℝ → ℝ} {b c : ℝ} (hbc : b ≤ c)
    (hf : ∀ x ∈ Icc b c, HasDerivAt f (f' x) x) (h0 : ∀ x ∈ Icc b c, 0 ≤ f' x) :
    f b ≤ f c := by
  have hm : MonotoneOn f (Icc b c) :=
    monotoneOn_of_deriv_nonneg (convex_Icc b c)
      (fun x hx => (hf x hx).continuousAt.continuousWithinAt)
      (fun x hx => (hf x (interior_subset hx)).differentiableAt.differentiableWithinAt)
      (fun x hx => by
        rw [(hf x (interior_subset hx)).deriv]
        exact h0 x (interior_subset hx))
  exact hm (left_mem_Icc.2 hbc) (right_mem_Icc.2 hbc) hbc
```

Now let $H>0$ and $H' \ge H^2$ on $[b,c]$. Then

$$\left(-\frac1H - x\right)' = \frac{H'}{H^2} - 1 \ge 0 ,$$

so $-1/H(b) - b \le -1/H(c) - c$. Rearranging,

$$c-b \le \frac1{H(b)} - \frac1{H(c)} < \frac1{H(b)},$$

and multiplication by $H(b)$ gives $(c-b)H(b) < 1$.

```lean
/-- If a positive quantity `H` grows at least as fast as `H' = H²` throughout `[b, c]`, then
the length of the interval is less than `1 / H(b)`. -/
theorem riccati_blowup {H h : ℝ → ℝ} {b c : ℝ} (hbc : b ≤ c)
    (hpos : ∀ x ∈ Icc b c, 0 < H x) (hH : ∀ x ∈ Icc b c, HasDerivAt H (h x) x)
    (hgrow : ∀ x ∈ Icc b c, H x ^ 2 ≤ h x) :
    (c - b) * H b < 1 := by
  -- the function `-1/H - x` is nondecreasing
  have key : -1 / H b - b ≤ -1 / H c - c := by
    refine le_of_rate_nonneg (f := fun y => -1 / H y - y)
      (f' := fun x => (0 * H x - (-1) * h x) / H x ^ 2 - 1) hbc ?_ ?_
    · intro x hx
      exact ((hasDerivAt_const x (-1 : ℝ)).fun_div (hH x hx) (hpos x hx).ne').fun_sub
        (hasDerivAt_id' x)
    · intro x hx
      have h2 : 0 < H x ^ 2 := pow_pos (hpos x hx) 2
      have h3 : 1 ≤ (0 * H x - (-1) * h x) / H x ^ 2 := by
        rw [le_div_iff₀ h2]
        linarith [hgrow x hx]
      exact sub_nonneg.2 h3
  have hb := hpos b (left_mem_Icc.2 hbc)
  have hc : 0 < 1 / H c := one_div_pos.2 (hpos c (right_mem_Icc.2 hbc))
  rw [neg_div, neg_div] at key
  have hlt : c - b < 1 / H b := by linarith
  exact (lt_div_iff₀ hb).1 hlt
```

In the proof, `key` is the monotonicity of $-1/H - x$, obtained from `le_of_rate_nonneg`. Positivity of $H$ is used to divide by $H^2$, to discard $1/H(c)$, and to multiply by $H(b)$ at the end.

Without positivity there is no such limit on the length of the interval: $H(x) = -1/x$ satisfies $H' = H^2$ for all $x>0$ and approaches zero peacefully. The inequality $(c-b)H(b)<1$ still holds for it, but only because the left side is never positive. A negative Riccati variable must first be driven up to positive values, and that is the task of the accumulated $q$.

## The coefficient is continuous

For the Schrödinger equation, $q$ is proportional to $E-V$, so continuity of $q$ means a potential without jumps or singularities, including at the origin. By hand, it gives $Q'(x) = q(x)$ at every $x>0$, which is needed to cancel the $q$ in the Riccati equation.

```lean
/-- If `q` is continuous on `[0, ∞)`, the accumulated coefficient `∫₀ˣ q` changes at the rate `q x`
at every `x > 0`. -/
theorem hasDerivAt_accumulated {q : ℝ → ℝ} (hq : ContinuousOn q (Ici 0)) {x : ℝ}
    (hx : 0 < x) : HasDerivAt (fun y => ∫ t in (0 : ℝ)..y, q t) (q x) x := by
  have hi : IntervalIntegrable q MeasureTheory.volume 0 x := by
    apply ContinuousOn.intervalIntegrable
    rw [uIcc_of_le hx.le]
    exact hq.mono Icc_subset_Ici_self
  have ho : ContinuousOn q (Ioi 0) := hq.mono Ioi_subset_Ici_self
  exact intervalIntegral.integral_hasDerivAt_right hi
    (ho.stronglyMeasurableAtFilter isOpen_Ioi x hx) (ho.continuousAt (Ioi_mem_nhds hx))
```

Here `ContinuousOn q (Ici 0)` supplies integrability on $[0,x]$, measurability near the upper endpoint and continuity at it, the three inputs to Mathlib's version of the fundamental theorem of calculus. Values of $q$ at negative arguments play no part.

At a potential step, $Q$ has a corner and this derivative no longer exists. The definition of a solution is then too strict as well: where $u\neq0$, the derivative $p'=-qu$ would have to jump, which a derivative existing everywhere cannot do. For isolated steps, the argument by hand can be repaired by joining the intervals, since $u$ and $u'$ stay continuous. A Coulomb potential is excluded by its singularity at zero, unless the origin is moved to a positive radius.

## The integral of $q$ diverges to $+\infty$

This is the condition `hQ`, in which `Tendsto ... atTop atTop` says that $Q(x)$ eventually exceeds, and stays above, any given level. Physically, the regions where $q>0$ and solutions bend towards the axis must outweigh those where $q<0$ by an amount that grows without bound.

Suppose that $u$ has no zero beyond $X$, and put $a = X+1$. The offset keeps away from $X$ itself, where $u$ may vanish or, for $X=0$, the equation is not imposed. For $x > X$ define $G = r - Q$. Then

$$G' = (q + r^2) - q = r^2 \ge 0,$$

so $G(x) \ge G(a)$ for $x \ge a$. Set $H = G - G(a) + 1$, which is at least $1$ there. Since $Q\to+\infty$, there is a $b\ge a$ with $Q(x) \ge 1 - G(a)$ for every $x \ge b$. Beyond $b$,

$$r = G + Q = H + \bigl(Q + G(a) - 1\bigr) \ge H \ge 1,$$

and therefore $H' = r^2 \ge H^2$. The bound on $[b,b+1]$ gives $H(b) < 1$, which contradicts $H(b)\ge1$.

```lean
/-- **Leighton-Wintner oscillation.** If `q` is continuous on `[0, ∞)` and `∫₀ˣ q` tends to
`+∞`, then every real solution of `u'' + q u = 0` has a zero beyond every `X ≥ 0`. -/
theorem leighton_wintner {q u p : ℝ → ℝ} (hq : ContinuousOn q (Ici 0))
    (hQ : Tendsto (fun x => ∫ t in (0 : ℝ)..x, q t) atTop atTop)
    (hu : IsSolution q u p) {X : ℝ} (hX : 0 ≤ X) : ∃ x, X < x ∧ u x = 0 := by
  by_contra hcon
  have hne : ∀ x, X < x → u x ≠ 0 := fun x hx h0 => hcon ⟨x, hx, h0⟩
  -- `G` is the Riccati variable with the accumulated coefficient removed, so `G' = r²`
  obtain ⟨G, hGdef⟩ : ∃ G : ℝ → ℝ,
      G = fun y => -(p y) / u y - ∫ t in (0 : ℝ)..y, q t := ⟨_, rfl⟩
  have hGv : ∀ y, G y = -(p y) / u y - ∫ t in (0 : ℝ)..y, q t := fun y => congrFun hGdef y
  have hG : ∀ x, X < x → HasDerivAt G ((-(p x) / u x) ^ 2) x := by
    intro x hx
    have hx0 : 0 < x := lt_of_le_of_lt hX hx
    rw [hGdef]
    exact ((riccati_equation hu hx0 (hne x hx)).fun_sub
      (hasDerivAt_accumulated hq hx0)).congr_deriv (by ring)
  have hmono : ∀ x, X + 1 ≤ x → G (X + 1) ≤ G x := fun x hx =>
    le_of_rate_nonneg (f' := fun x => (-(p x) / u x) ^ 2) hx
      (fun y hy => hG y (by linarith [hy.1])) (fun y _ => sq_nonneg _)
  obtain ⟨N, hN⟩ := eventually_atTop.1 (hQ.eventually_ge_atTop (1 - G (X + 1)))
  obtain ⟨b, hbN, hbX⟩ : ∃ b, N ≤ b ∧ X + 1 ≤ b :=
    ⟨max N (X + 1), le_max_left _ _, le_max_right _ _⟩
  -- beyond `b` the Riccati variable dominates `H = G - G(X+1) + 1`, which must blow up
  have hblow : (b + 1 - b) * (G b - G (X + 1) + 1) < 1 := by
    refine riccati_blowup (H := fun y => G y - G (X + 1) + 1)
      (h := fun x => (-(p x) / u x) ^ 2) (by linarith) ?_ ?_ ?_
    · intro x hx
      have := hmono x (hbX.trans hx.1)
      show 0 < G x - G (X + 1) + 1
      linarith
    · intro x hx
      exact ((hG x (by linarith [hx.1])).sub_const _).add_const _
    · intro x hx
      have h1 := hmono x (hbX.trans hx.1)
      have h2 := hN x (hbN.trans hx.1)
      have h3 := hGv x
      exact pow_le_pow_left₀ (by linarith) (by linarith) 2
  have h1 := hmono b hbX
  nlinarith
```

The proof begins with `by_contra`, which provides the assumption that no zero lies beyond $X$. The statements `hG` and `hmono` are $G'=r^2$ and $G(x)\ge G(a)$. The number `N` comes from `hQ`, and `b` is the larger of `N` and $X+1$. In `hblow`, the three remaining goals are the positivity of $H$, its derivative, and $H^2\le r^2$; the last follows by squaring $0\le H\le r$. The final `nlinarith` combines `hblow` with $H(b)\ge1$.

The condition $X\ge0$ places every $x>X$ inside the half-line where the equation holds. Its absence would do no harm, because a zero beyond $0$ is also beyond any negative $X$.

### The numbers for $u=\sin x$

Take $q=1$, $u=\sin x$ and $X=0$, so that $a=1$, $Q(x)=x$ and $r=-\cot x$. Then

$$G(1) = -\cot 1 - 1 \approx -0.642 - 1 = -1.642 .$$

The requirement $Q(x)\ge 1-G(1)$ holds from $b\approx2.642$ onwards. At that point $H(b)=r(b)=-\cot b\approx1.83$. An interval $[b,c]$ without zeros must therefore be shorter than $1/1.83\approx0.55$, which places a zero before about $3.19$. The actual zero is at $\pi\approx3.142$, a distance of about $0.50$ from $b$.

## The mean potential stays below the energy

For $\hbar,m>0$, the stationary Schrödinger equation

$$-\frac{\hbar^2}{2m}\psi'' + V\psi = E\psi$$

becomes $\psi''+q\psi=0$ with $q = (2m/\hbar^2)(E-V)$. Thus $q$ is the classical kinetic energy $E-V$ up to a positive factor, and is negative in forbidden regions.

Assume that $\int_0^x V \le C+\kappa x$ for all $x\ge0$, with constants $C$ and $\kappa<E$. For $x>0$ this bounds the average of $V$ over $[0,x]$ by $\kappa + C/x$: $\kappa$ is a ceiling for the long-range average, and $C$ allows for a finite excess. It follows that

$$Q(x) = \frac{2m}{\hbar^2}\left(Ex-\int_0^xV\right) \ge \frac{2m}{\hbar^2}\bigl((E-\kappa)x-C\bigr)\to+\infty .$$

```lean
/-- Let `ħ` and `m` be positive and `V` continuous on `[0, ∞)`. If `∫₀ˣ V ≤ C + κ x` for all `x ≥ 0`
with `κ < E`, then every real solution on `x > 0` of the stationary Schrödinger equation at energy
`E` has a node beyond every `X ≥ 0`. -/
theorem schrodinger_nodes {ħ m E κ C : ℝ} {V ψ ψ' ψ'' : ℝ → ℝ} (hħ : 0 < ħ) (hm : 0 < m)
    (hV : ContinuousOn V (Ici 0)) (hκ : κ < E)
    (hmean : ∀ x, 0 ≤ x → ∫ t in (0 : ℝ)..x, V t ≤ C + κ * x)
    (hψ : IsSchrodingerSolution ħ m E V ψ ψ' ψ'') {X : ℝ} (hX : 0 ≤ X) :
    ∃ x, X < x ∧ ψ x = 0 := by
  have hK : 0 < 2 * m / ħ ^ 2 := by positivity
  refine leighton_wintner (q := fun x => 2 * m / ħ ^ 2 * (E - V x)) (p := ψ')
    (continuousOn_const.mul (continuousOn_const.sub hV)) ?_ ?_ hX
  · -- the accumulated kinetic energy grows at least linearly
    have hlin : Tendsto (fun x : ℝ => 2 * m / ħ ^ 2 * ((E - κ) * x + -C)) atTop atTop :=
      Tendsto.const_mul_atTop hK (tendsto_atTop_add_const_right atTop (-C)
        (Tendsto.const_mul_atTop (sub_pos.2 hκ) tendsto_id))
    refine tendsto_atTop_mono' atTop ?_ hlin
    filter_upwards [eventually_ge_atTop (0 : ℝ)] with x hx
    have hi : IntervalIntegrable V MeasureTheory.volume 0 x := by
      apply ContinuousOn.intervalIntegrable
      rw [uIcc_of_le hx]
      exact hV.mono Icc_subset_Ici_self
    rw [intervalIntegral.integral_const_mul,
      intervalIntegral.integral_sub (continuous_const.intervalIntegrable 0 x) hi,
      intervalIntegral.integral_const, smul_eq_mul]
    exact mul_le_mul_of_nonneg_left (by linarith [hmean x hx]) hK.le
  · intro x hx
    obtain ⟨h1, h2, h3⟩ := hψ x hx
    refine ⟨h1, h2.congr_deriv ?_⟩
    have hk : 2 * m / ħ ^ 2 * (ħ ^ 2 / (2 * m)) = 1 := by field_simp
    linear_combination (-(2 * m / ħ ^ 2)) * h3 - ψ'' x * hk
```

The first part of the proof establishes this lower bound and its divergence, using `hmean` for the potential and `hκ` for the positive slope. The second part turns the Schrödinger equation into `IsSolution` by multiplying it by $2m/\hbar^2$, which is the work of `linear_combination`.

The potential may exceed $E$ again and again. For example, $V=V_0\cos kx$ with $k>0$ satisfies the bound with $\kappa=0$ and $C=|V_0|/k$, so every $E>0$ is covered, however large the amplitude.

The strict inequality $\kappa<E$ is needed: with $V=0$ and $E=\kappa=C=0$, the constant function $\psi=1$ is a solution without nodes. The sign of the mass matters too, since a negative $m$ would reverse the sign of $q$ and turn oscillating solutions for constant $V<E$ into exponentials.

## A positive coefficient with bounded integral

Positivity of $q$ does not replace divergence of $Q$. Take

$$q(x)=\frac1{4(1+x)^2},\qquad u(x)=\sqrt{1+x}.$$

Then $u'=\tfrac12(1+x)^{-1/2}$ and $u''=-\tfrac14(1+x)^{-3/2}=-qu$, while $u>0$ on $[0,\infty)$. The accumulated coefficient is

$$Q(x)=\frac14\left(1-\frac1{1+x}\right)<\frac14 .$$

Here $r=-1/(2(1+x))$ stays negative: it rises towards zero without ever reaching it, and no blow-up takes place.

```lean
/-- For the coefficient `q = 1/(4(1+x)²)` the function `√(1+x)` is a solution on `x > 0`. For all `x
≥ 0` it is positive, and `∫₀ˣ q = (1 - 1/(1+x))/4`. -/
theorem nodeless_example :
    IsSolution (fun x => 1 / (4 * (1 + x) ^ 2)) (fun x => Real.sqrt (1 + x))
      (fun x => 1 / (2 * Real.sqrt (1 + x))) ∧
    (∀ x : ℝ, 0 ≤ x → 0 < Real.sqrt (1 + x)) ∧
    ∀ x : ℝ, 0 ≤ x → ∫ t in (0 : ℝ)..x, 1 / (4 * (1 + t) ^ 2) = (1 - 1 / (1 + x)) / 4 := by
  refine ⟨?_, fun x hx => Real.sqrt_pos.2 (by linarith), ?_⟩
  · intro x hx
    have hp : 0 < 1 + x := by linarith
    have hs : Real.sqrt (1 + x) ≠ 0 := (Real.sqrt_pos.2 hp).ne'
    have h1 : HasDerivAt (fun y => Real.sqrt (1 + y)) (1 / (2 * Real.sqrt (1 + x))) x :=
      ((hasDerivAt_id' x).const_add 1).sqrt hp.ne'
    refine ⟨h1, ((hasDerivAt_const x (1 : ℝ)).fun_div (h1.const_mul 2)
      (mul_ne_zero two_ne_zero hs)).congr_deriv ?_⟩
    have h4 : (1 + x) ^ 2 = Real.sqrt (1 + x) ^ 4 := by
      rw [show Real.sqrt (1 + x) ^ 4 = (Real.sqrt (1 + x) ^ 2) ^ 2 by ring,
        Real.sq_sqrt hp.le]
    beta_reduce
    rw [h4]
    field_simp
    ring
  · intro x hx
    have hpos : ∀ t ∈ uIcc 0 x, 1 + t ≠ 0 := by
      intro t ht
      rw [uIcc_of_le hx] at ht
      have h : 0 < 1 + t := by linarith [ht.1]
      exact h.ne'
    rw [intervalIntegral.integral_eq_sub_of_hasDerivAt (f := fun t => -(1 / 4) / (1 + t))]
    · ring
    · intro t ht
      have h0 := hpos t ht
      refine ((hasDerivAt_const t (-(1 / 4) : ℝ)).fun_div
        ((hasDerivAt_id' t).const_add 1) h0).congr_deriv ?_
      field_simp
      ring
    · apply ContinuousOn.intervalIntegrable
      exact ContinuousOn.div continuousOn_const (by fun_prop)
        (fun t ht => mul_ne_zero four_ne_zero (pow_ne_zero 2 (hpos t ht)))

end

end LeightonWintner
```

The three parts of `nodeless_example` are the equation, the positivity of $u$ and the value of the integral. The first is checked by differentiating the square root twice, the last by the antiderivative $-1/(4(1+t))$.

Divergence is nevertheless a sufficient condition and not a necessary one. For $q=c/(1+x)^2$ with $c>1/4$, substitution shows that $\sqrt{1+x}\,\cos\bigl(\nu\ln(1+x)\bigr)$ with $\nu=\sqrt{c-1/4}$ is a solution; it has zeros arbitrarily far out although $Q$ remains bounded.

```lean
#print axioms LeightonWintner.schrodinger_nodes
#print axioms LeightonWintner.nodeless_example
```

```
'LeightonWintner.schrodinger_nodes' depends on axioms: [propext, Classical.choice, Quot.sound]
'LeightonWintner.nodeless_example' depends on axioms: [propext, Classical.choice, Quot.sound]
```
